# The spinors (1, 0), (0, 1), (3/5, 4/5) and (3/5, 4i/5) have unit norm

The theorem `fourSpins_unit` says that each of four explicit spin-1/2 states is normalised: spin up, spin down, and two superpositions with amplitudes 3/5 and 4/5, one with a real relative phase and one with relative phase i. Mathematically, for each of these vectors in ℂ², the sum of the products of each component with its complex conjugate equals 1. The proof takes the four vectors one by one and uses `simp` to write out the sum. Any arithmetic left over is to be closed by `ring` or, failing that, by `linear_combination` using i² = −1.

The first attempt, which Lean rejects:

```lean
import Mathlib

open Matrix Complex

namespace AntiparallelSpins

noncomputable section

/-- Four spinors: up, down, and two superpositions of up and down with
real and imaginary relative phase. -/
def fourSpins : Fin 4 → Fin 2 → ℂ :=
  ![![1, 0], ![0, 1], ![3 / 5, 4 / 5], ![3 / 5, 4 / 5 * I]]

/-- The four chosen spinors are normalised. -/
theorem fourSpins_unit (k : Fin 4) : star (fourSpins k) ⬝ᵥ fourSpins k = 1 := by
  fin_cases k <;> simp [fourSpins, dotProduct, Fin.sum_univ_two] <;>
    first
    | ring
    | linear_combination (-(16 / 25) : ℂ) * Complex.I_sq

end

end AntiparallelSpins
```

Messages:

```
Try this:
  [apply] ring_nf
  
  The `ring` tactic failed to close the goal. Use `ring_nf` to obtain a normal form.
    
  Note that `ring` works primarily in *commutative* rings. If you have a noncommutative ring, abelian group or module, consider using `noncomm_ring`, `abel` or `module` instead.
Try this:
  [apply] ring_nf
  
  The `ring` tactic failed to close the goal. Use `ring_nf` to obtain a normal form.
    
  Note that `ring` works primarily in *commutative* rings. If you have a noncommutative ring, abelian group or module, consider using `noncomm_ring`, `abel` or `module` instead.
Main.lean:15:78: error: unsolved goals
case «2»
⊢ (starRingEnd ℂ) 3 * ((starRingEnd ℂ) 5)⁻¹ * (3 / 5) + ((starRingEnd ℂ) 5)⁻¹ * (starRingEnd ℂ) 4 * (4 / 5) = 1

case «3»
⊢ (starRingEnd ℂ) 3 * ((starRingEnd ℂ) 5)⁻¹ * (3 / 5) + ((starRingEnd ℂ) 5)⁻¹ * (starRingEnd ℂ) 4 * I ^ 2 * (-4 / 5) = 1
```

This version goes through:

```diff
@@ -14,7 +14,10 @@
 /-- The four chosen spinors are normalised. -/
 theorem fourSpins_unit (k : Fin 4) : star (fourSpins k) ⬝ᵥ fourSpins k = 1 := by
-  fin_cases k <;> simp [fourSpins, dotProduct, Fin.sum_univ_two] <;>
+  have h3 : (starRingEnd ℂ) 3 = 3 := Complex.ext (by simp) (by simp)
+  have h4 : (starRingEnd ℂ) 4 = 4 := Complex.ext (by simp) (by simp)
+  have h5 : (starRingEnd ℂ) 5 = 5 := Complex.ext (by simp) (by simp)
+  fin_cases k <;> simp [fourSpins, dotProduct, Fin.sum_univ_two, h3, h4, h5] <;>
     first
-    | ring
+    | ring1
     | linear_combination (-(16 / 25) : ℂ) * Complex.I_sq
 
```

What went wrong. The errors concern the two superpositions, cases 2 and 3. In both, `simp` left the complex conjugates of the numerals 3, 4 and 5 unevaluated, as in `(starRingEnd ℂ) 3`. `ring` does not know that these equal the numerals themselves, so it could not finish the arithmetic.

The diff proves the three equalities as `h3`, `h4` and `h5`, by comparing real and imaginary parts, and gives them to `simp`. Case 2 then reduces to 9/25 + 16/25 = 1, which is plain arithmetic.

Case 3 also needs i² = −1, which `ring` does not use. The `linear_combination` line supplies it, but was never reached: when `ring` cannot close a goal, it falls back to `ring_nf`, and here that rewrote the goal without failing, so `first` accepted it and stopped. `ring1` fails unless it closes the goal, so `first` now goes on to `linear_combination`.
